# For N classical spins with isotropic exchange, more than N spin components cannot lower the ground-state energy further

A search for the ground state of a frustrated magnet can stop at too high an energy if its spins have too few components: collinear spins may be stuck where spins free to turn in a plane would relax. A bound on the useful number of components tells when adding more can no longer help. For finitely many classical spins coupled by isotropic exchange, the number of sites is such a bound.

## Spins, couplings and energies

Take $N$ sites, each with a vector $S_i\in\mathbb R^d$. Here $d$ counts spin components (often written $n$), not lattice dimensions. The couplings $J_{ij}$ are any real numbers.

```lean
import Mathlib

open Finset

namespace SpinDimension

noncomputable section

/-- A configuration of `N` classical spin vectors with `d` components each. -/
abbrev Spins (N d : ℕ) := Fin N → EuclideanSpace ℝ (Fin d)
```

The exchange energy is
$$H(S)=\sum_{i<j}J_{ij}\,S_i\cdot S_j .$$
Each pair counts once and positive $J_{ij}$ is antiferromagnetic. Only entries with $i<j$ are read, so $J$ need not be symmetric. There is no field or anisotropy.

```lean
/-- The exchange energy: the sum over pairs `i < j` of `J i j` times the scalar product
of the spins at `i` and `j`. -/
def energy {N d : ℕ} (J : Fin N → Fin N → ℝ) (S : Spins N d) : ℝ :=
  ∑ i, ∑ j, if i < j then J i j * inner ℝ (S i) (S j) else 0
```

Let $A_d$ be the set of values of $H$ when all spins have length 1; the physical spin length is absorbed into $J$. In Lean this is `energies J d`.

```lean
/-- The set of energies attained by unit spins with `d` components. -/
def energies {N : ℕ} (J : Fin N → Fin N → ℝ) (d : ℕ) : Set ℝ :=
  energy J '' {S : Spins N d | ∀ i, ‖S i‖ = 1}
```

The ground-state energy is $E(d)=\inf A_d$, written `groundEnergy J d`.

```lean
/-- The ground-state energy `E(d)`: the infimum of the energy over unit spins with
`d` components. -/
def groundEnergy {N : ℕ} (J : Fin N → Fin N → ℝ) (d : ℕ) : ℝ :=
  sInf (energies J d)
```

The step from a real magnet to this model, replacing quantum spin operators by classical vectors of fixed length, is an assumption.

## (a) A ground state exists

**Task.** For $d\ge1$, show that some configuration $S^*$ of unit spins satisfies
$$H(S^*)=E(d).$$

**Solution.** The allowed configurations form a product of $N$ unit spheres, which is closed and bounded, hence compact. It is nonempty, since all spins can point along the first axis. $H$ is a polynomial in the components, so it is continuous and attains its minimum, which is then the infimum.

In Lean, `hK`, `hcont` and `hne` are compactness, continuity and nonemptiness. `IsLeast` says that $E(d)$ belongs to $A_d$ and bounds it from below. For $d=0$ and $N\ge1$ there are no unit spins, and Lean's infimum of the empty set is a meaningless 0.

```lean
/-- For at least one spin component a ground state exists: the infimum `E(d)` is attained. -/
theorem groundEnergy_isLeast {N d : ℕ} (J : Fin N → Fin N → ℝ) (hd : 1 ≤ d) :
    IsLeast (energies J d) (groundEnergy J d) := by
  -- the configuration space is a product of spheres, hence compact
  have hK : IsCompact {S : Spins N d | ∀ i, ‖S i‖ = 1} := by
    have h := isCompact_univ_pi
      (fun _ : Fin N => isCompact_sphere (0 : EuclideanSpace ℝ (Fin d)) 1)
    convert h using 1
    ext S
    simp [Set.mem_pi]
  have hcont : Continuous (fun S : Spins N d => energy J S) := by
    unfold energy
    refine continuous_finsetSum _ fun i _ => continuous_finsetSum _ fun j _ => ?_
    by_cases h : i < j
    · simp only [if_pos h]
      fun_prop
    · simp only [if_neg h]
      fun_prop
  have hne : (energies J d).Nonempty :=
    ⟨_, fun _ => EuclideanSpace.single (⟨0, hd⟩ : Fin d) (1 : ℝ), fun _ => by simp, rfl⟩
  obtain ⟨x, hx⟩ := (hK.image hcont).exists_isLeast hne
  have hx' : IsLeast (energies J d) x := hx
  rw [groundEnergy, hx'.csInf_eq]
  exact hx'
```

## (b) Redrawing spins in fewer or more dimensions

**Task.** Let $S_i\in\mathbb R^d$, of any lengths, span a space of dimension $r\le e$. Find $T_i\in\mathbb R^e$ with
$$T_i\cdot T_j=S_i\cdot S_j\quad\text{for all } i,j.$$

**Solution.** Choose an orthonormal basis $b_0,\dots,b_{r-1}$ of the span, and let $f_0,\dots,f_{e-1}$ be the standard basis of $\mathbb R^e$. Put $T_i=\sum_{k<r}(b_k\cdot S_i)f_k$. Since $f_k\cdot f_l=\delta_{kl}$,
$$T_i\cdot T_j=\sum_{k<r}(b_k\cdot S_i)(b_k\cdot S_j)=S_i\cdot S_j,$$
where the last step expands $S_i$ and $S_j$ in the basis $b$.

In the proof, `s i` is $S_i$ regarded as a member of the span, and `Fin.castLE h` selects the first $r$ axes of $\mathbb R^e$. The lemma `inner_sum` removes the double sum, and `sum_inner_mul_inner` is the last equality.

```lean
/-- Spins that span a space of dimension at most `e` can be redrawn with `e` components
so that all their scalar products are unchanged. -/
theorem exists_same_correlations {N d e : ℕ} (S : Spins N d)
    (h : Module.finrank ℝ (Submodule.span ℝ (Set.range S)) ≤ e) :
    ∃ T : Spins N e, ∀ i j, inner ℝ (T i) (T j) = inner ℝ (S i) (S j) := by
  let b := stdOrthonormalBasis ℝ (Submodule.span ℝ (Set.range S))
  have hc := (EuclideanSpace.basisFun (Fin e) ℝ).orthonormal.comp _ (Fin.castLE_injective h)
  let s : Fin N → Submodule.span ℝ (Set.range S) :=
    fun i => ⟨S i, Submodule.subset_span ⟨i, rfl⟩⟩
  -- use the coordinates of each spin in an orthonormal basis of the span
  refine ⟨fun i => ∑ k, (inner ℝ (b k) (s i) : ℝ) •
    ((EuclideanSpace.basisFun (Fin e) ℝ) ∘ Fin.castLE h) k, fun i j => ?_⟩
  refine (hc.inner_sum (fun k => inner ℝ (b k) (s i))
    (fun k => inner ℝ (b k) (s j)) Finset.univ).trans ?_
  refine Eq.trans ?_ (b.sum_inner_mul_inner (s i) (s j))
  refine Finset.sum_congr rfl fun k _ => ?_
  simp only [conj_trivial]
  rw [real_inner_comm]
```

## (c) The energy survives the redrawing

**Task.** If the $S_i$ in (b) are unit spins, show that
$$H(S)\in A_e .$$

**Solution.** Take the $T_i$ from (b). Setting $j=i$ gives $|T_i|^2=|S_i|^2=1$, so they are unit spins. $H$ depends on the spins only through scalar products, so $H(T)=H(S)$. The two bullets of the Lean proof are these two statements.

```lean
/-- The energy of unit spins that span at most `e` dimensions is also attained by unit spins
with `e` components. -/
theorem energy_mem_of_span {N d e : ℕ} (J : Fin N → Fin N → ℝ) (S : Spins N d)
    (hS : ∀ i, ‖S i‖ = 1)
    (h : Module.finrank ℝ (Submodule.span ℝ (Set.range S)) ≤ e) :
    energy J S ∈ energies J e := by
  obtain ⟨T, hT⟩ := exists_same_correlations S h
  refine ⟨T, fun i => ?_, ?_⟩
  · rw [norm_eq_sqrt_real_inner, hT, ← norm_eq_sqrt_real_inner, hS]
  · simp only [energy, hT]
```

## (d) Comparing the attainable energies

**Task.** Show that
$$A_d\subseteq A_e\quad\text{if } d\le e\text{ or }N\le e .$$

**Solution.** The span of $N$ vectors in $\mathbb R^d$ has dimension at most $d$ and at most $N$. Under either condition it is therefore at most $e$, and (c) applies. Lean treats the two alternatives separately, using `Submodule.finrank_le` and `finrank_range_le_card`.

```lean
/-- Every energy attained with `d` spin components is attained with `e` components, if `e` is
at least `d` or at least the number of sites. -/
theorem energies_subset {N d e : ℕ} (J : Fin N → Fin N → ℝ) (h : d ≤ e ∨ N ≤ e) :
    energies J d ⊆ energies J e := by
  rintro _ ⟨S, hS, rfl⟩
  refine energy_mem_of_span J S hS ?_
  rcases h with h | h
  · have h1 := Submodule.finrank_le (Submodule.span ℝ (Set.range S))
    rw [finrank_euclideanSpace_fin] at h1
    exact h1.trans h
  · have h1 : Module.finrank ℝ (Submodule.span ℝ (Set.range S)) ≤ Fintype.card (Fin N) :=
      finrank_range_le_card S
    rw [Fintype.card_fin] at h1
    exact h1.trans h
```

## (e) Monotonicity and saturation

**Task.** Show that
$$E(e)\le E(d)\ \text{ for }1\le d\le e,\qquad E(d)=E(N)\ \text{ for }d\ge N .$$

**Solution.** By (a) and (d), $E(d)\in A_d\subseteq A_e$, so $E(d)$ is at least the minimum $E(e)$ of $A_e$. If $d\ge N$, then (d) gives $A_N\subseteq A_d$ because $N\le d$, and $A_d\subseteq A_N$ because there are only $N$ sites. The sets coincide, and so do their infima.

"Antitone" in the theorem's name means nonincreasing. In simulations of finite clusters with $N\ge3$ and isotropic classical exchange, $E(N)$ is thus a lower bound on the energy of ordinary three-component spins.

```lean
/-- The ground-state energy of `N` classical spins never rises when components are added to
spins that have at least one, and it is constant once the number of components reaches `N`. -/
theorem groundEnergy_antitone_and_saturates {N : ℕ} (J : Fin N → Fin N → ℝ) :
    (∀ d e, 1 ≤ d → d ≤ e → groundEnergy J e ≤ groundEnergy J d) ∧
      ∀ d, N ≤ d → groundEnergy J d = groundEnergy J N := by
  constructor
  · intro d e hd hde
    exact (groundEnergy_isLeast J (hd.trans hde)).2
      (energies_subset J (Or.inl hde) (groundEnergy_isLeast J hd).1)
  · intro d hd
    -- the attainable energies themselves coincide
    have h : energies J d = energies J N :=
      Set.Subset.antisymm (energies_subset J (Or.inr le_rfl)) (energies_subset J (Or.inl hd))
    rw [groundEnergy, groundEnergy, h]
```

## (f) When a ground state uses few dimensions

**Task.** Suppose that a ground state $S$ in $\mathbb R^d$ spans at most $e\le d$ dimensions. Show that
$$E(e)=E(d).$$

**Solution.** By (c), $H(S)\in A_e$. By (d), every energy in $A_e$ also lies in $A_d$, so it is at least $H(S)$. Hence $H(S)$ is the minimum of both sets. For example, if three-component spins have a coplanar ground state, two-component spins reach the same energy.

The hypothesis `hmin` says that $S$ is a ground state; `hd` and `he` are the two minimum statements.

```lean
/-- If some ground state with `d` components spans at most `e ≤ d` dimensions, then spins with
`e` components already reach the same ground-state energy. -/
theorem groundEnergy_eq_of_span {N d e : ℕ} (J : Fin N → Fin N → ℝ) (S : Spins N d)
    (hS : ∀ i, ‖S i‖ = 1) (hmin : ∀ T : Spins N d, (∀ i, ‖T i‖ = 1) → energy J S ≤ energy J T)
    (h : Module.finrank ℝ (Submodule.span ℝ (Set.range S)) ≤ e) (hed : e ≤ d) :
    groundEnergy J e = groundEnergy J d := by
  have hd : IsLeast (energies J d) (energy J S) := by
    refine ⟨⟨S, hS, rfl⟩, ?_⟩
    rintro _ ⟨T, hT, rfl⟩
    exact hmin T hT
  have he : IsLeast (energies J e) (energy J S) :=
    ⟨energy_mem_of_span J S hS h, fun _ hx => hd.2 (energies_subset J (Or.inl hed) hx)⟩
  rw [groundEnergy, groundEnergy, hd.csInf_eq, he.csInf_eq]
```

## (g) The energy of a triangle

**Task.** For $N=3$ and all couplings equal to 1, show that
$$H(S)=S_0\cdot S_1+S_0\cdot S_2+S_1\cdot S_2 .$$

**Solution.** The pairs with $i<j$ are $(0,1)$, $(0,2)$ and $(1,2)$, each with weight 1. Lean expands the finite sums.

```lean
/-- The energy of the triangle with unit couplings is the sum of its three scalar products. -/
theorem energy_triangle {d : ℕ} (S : Spins 3 d) :
    energy (fun _ _ => 1) S =
      inner ℝ (S 0) (S 1) + inner ℝ (S 0) (S 2) + inner ℝ (S 1) (S 2) := by
  simp [energy, Fin.sum_univ_three]
```

## (h) A triangle relaxed by a second component

**Task.** For the same triangle with unit spins, show that
$$E(1)=-1,\qquad E(d)=-\tfrac32\ \text{ for } d\ge2 .$$

**Solution.** For $d=1$ each spin is $\pm1$. Three equal spins give $H=3$; two equal and one opposite give $H=1-1-1=-1$.

For $d\ge2$,
$$0\le|S_0+S_1+S_2|^2=3+2H(S),$$
so $H(S)\ge-\tfrac32$. The planar spins $(1,0)$, $(-\tfrac12,\tfrac{\sqrt3}2)$, $(-\tfrac12,-\tfrac{\sqrt3}2)$ have pairwise scalar products $-\tfrac12$ and reach the bound. By (d) their energy is also attained for every larger $d$.

Lean checks the eight sign patterns for $d=1$, then the 120-degree state and the squared total spin.

This triangle also shows what fails if the condition $d\ge N$ is removed from the saturation statement in (e): with $N=3$ and $d=1$, $E(1)=-1$ but $E(3)=-\tfrac32$. The bound $N$ is not sharp, however: for $N\ge2$, already $N-1$ components suffice, which is not proved in Lean here. If all couplings vanish, this is clear. Otherwise take a ground state with $N$ components and a site $i$ with a nonzero coupling. The sum of the other spins, each weighted by its coupling to $S_i$, must be a multiple of $S_i$, since otherwise $S_i$ could turn and lower the energy. The spins are therefore linearly dependent and span at most $N-1$ dimensions, so (f) applies.

```lean
/-- For the antiferromagnetic triangle with unit couplings the ground-state energy is `-1` for
one spin component and `-3/2` for any larger number of components. -/
theorem triangle_groundEnergy :
    groundEnergy (N := 3) (fun _ _ => 1) 1 = -1 ∧
      ∀ d, 2 ≤ d → groundEnergy (N := 3) (fun _ _ => 1) d = -3 / 2 := by
  constructor
  · refine IsLeast.csInf_eq ⟨?_, ?_⟩
    · -- two spins up, one down
      let u : EuclideanSpace ℝ (Fin 1) := EuclideanSpace.single 0 1
      have hu : ‖u‖ = 1 := by simp [u]
      have hu' : ‖-u‖ = 1 := by rw [norm_neg, hu]
      refine ⟨![u, u, -u], fun i => ?_, ?_⟩
      · fin_cases i
        exacts [hu, hu, hu']
      · rw [energy_triangle]
        change inner ℝ u u + inner ℝ u (-u) + inner ℝ u (-u) = (-1 : ℝ)
        rw [inner_neg_right, real_inner_self_eq_norm_sq, hu]
        norm_num
    · rintro _ ⟨S, hS, rfl⟩
      have ip : ∀ x y : EuclideanSpace ℝ (Fin 1), inner ℝ x y = x 0 * y 0 := by
        intro x y
        simp [PiLp.inner_apply, mul_comm]
      have hs : ∀ i, S i 0 = 1 ∨ S i 0 = -1 := fun i => by
        rw [← mul_self_eq_one_iff, ← ip, real_inner_self_eq_norm_sq, hS i, one_pow]
      rw [energy_triangle, ip, ip, ip]
      rcases hs 0 with h0 | h0 <;> rcases hs 1 with h1 | h1 <;> rcases hs 2 with h2 | h2 <;>
        rw [h0, h1, h2] <;> norm_num
  · intro d hd
    refine IsLeast.csInf_eq ⟨energies_subset _ (Or.inl hd) ?_, ?_⟩
    · -- the coplanar state with angles of 120 degrees
      have ip : ∀ a b p q : ℝ,
          inner ℝ (!₂[a, b] : EuclideanSpace ℝ (Fin 2)) !₂[p, q] = a * p + b * q := by
        intro a b p q
        simp [PiLp.inner_apply, Fin.sum_univ_two, mul_comm]
      have nrm : ∀ a b : ℝ, a * a + b * b = 1 →
          ‖(!₂[a, b] : EuclideanSpace ℝ (Fin 2))‖ = 1 := by
        intro a b h
        rw [norm_eq_sqrt_real_inner, ip, h, Real.sqrt_one]
      have h3 : √3 * √3 = (3 : ℝ) := Real.mul_self_sqrt (by norm_num)
      refine ⟨![!₂[1, 0], !₂[-1 / 2, √3 / 2], !₂[-1 / 2, -(√3 / 2)]], fun i => ?_, ?_⟩
      · fin_cases i
        exacts [nrm _ _ (by norm_num), nrm _ _ (by linear_combination h3 / 4),
          nrm _ _ (by linear_combination h3 / 4)]
      · rw [energy_triangle]
        refine (congrArg₂ (· + ·) (congrArg₂ (· + ·) (ip _ _ _ _) (ip _ _ _ _))
          (ip _ _ _ _)).trans ?_
        linear_combination -h3 / 4
    · rintro _ ⟨S, hS, rfl⟩
      -- the squared total spin is non-negative
      have h := real_inner_self_nonneg (x := S 0 + S 1 + S 2)
      simp only [inner_add_left, inner_add_right, real_inner_self_eq_norm_sq, hS 0, hS 1,
        hS 2] at h
      rw [real_inner_comm (S 0) (S 1), real_inner_comm (S 0) (S 2),
        real_inner_comm (S 1) (S 2)] at h
      rw [energy_triangle]
      linarith

end

end SpinDimension
```

```lean
#print axioms SpinDimension.groundEnergy_antitone_and_saturates
#print axioms SpinDimension.groundEnergy_eq_of_span
#print axioms SpinDimension.triangle_groundEnergy
```

```
'SpinDimension.groundEnergy_antitone_and_saturates' depends on axioms: [propext, Classical.choice, Quot.sound]
'SpinDimension.groundEnergy_eq_of_span' depends on axioms: [propext, Classical.choice, Quot.sound]
'SpinDimension.triangle_groundEnergy' depends on axioms: [propext, Classical.choice, Quot.sound]
```
